# The body of the inverse long-wavelength dielectric matrix depends on q only through its direction

## A crystal in a slowly varying field

An electric field that varies slowly across a crystal with a band gap also induces fields that vary within the unit cell. These are the local fields. The dielectric matrix $\varepsilon$ couples the two: its indices are reciprocal-lattice vectors $G$, with $G=0$ for the macroscopic component and $G\neq0$ for the microscopic ones.

For a small wave vector $q$, the independent-particle response of a gapped crystal vanishes as $q^2$ in the $G=G'=0$ entry and as $q$ in the entries that couple $G=0$ to $G\neq0$. The symmetrised Coulomb factor $1/(|q+G||q+G'|)$ cancels these powers. To leading order,

$$
\varepsilon(q)=\begin{pmatrix} \dfrac{q\cdot Aq}{q\cdot q} & \dfrac{(Wq)^\dagger}{|q|}\\[2mm] \dfrac{Wq}{|q|} & B\end{pmatrix}.
$$

The corner entry is the head, the column and row beside it are the wings, and $B$ is the body. Head and wings can depend on the direction of $q$, while $B$ does not. Screening calculations need $\varepsilon^{-1}$, and inversion mixes the blocks. What, then, is the body of the inverse as $q\to0$?

## The statement and its Lean objects

Let $q$ be real, let $B$ be invertible, and define

$$L=A-W^\dagger B^{-1}W .$$

If $q\cdot Lq\neq0$, then $\varepsilon(q)$ is invertible and

$$
(\varepsilon^{-1})_{\text{body}}=B^{-1}+\frac{B^{-1}W\,qq^{T}\,W^\dagger B^{-1}}{q\cdot Lq}.
$$

Replacing $q$ by $cq$, with $c$ real and nonzero, leaves this block unchanged. Neither $A$ nor $B$ has to be Hermitian.

In the file, the finite type `d` labels Cartesian directions, `n` labels the retained vectors $G\neq0$, and `Unit` is the single index $G=0$. The real vector `q` becomes a complex column `qCol q`; `quad M q` is $q\cdot Mq$ and `sqLen q` is $q\cdot q$. The matrices $\varepsilon$ and $L$ are `dielectric A W B q` and `effective A W B`. The blocks `toBlocks₁₁` and `toBlocks₂₂` of the inverse are its head and body.

The two hypotheses have physical meanings:

- `IsUnit B.det` says that $B$ is invertible. With the macroscopic total potential held at zero, no microscopic potential can then persist without a microscopic external one.
- `quad (effective A W B) q ≠ 0` says that the macroscopic dielectric function along $q$ is nonzero. A zero would allow a longitudinal macroscopic field without an external source. The condition also forces $q\neq0$.

The leading-order form of $\varepsilon$ is assumed, not derived from a band structure, and the set of $G$ vectors is finite. The wing row is fixed as the adjoint of the wing column, which suits a Hermitian static response; with absorption at real frequencies the row is in general not the adjoint of the column.

## Eliminating the microscopic components

Write $h=q\cdot Aq/q\cdot q$ and $u=Wq/|q|$, and solve for the column $(x_0,x)$ that $\varepsilon$ maps to $(y_0,y)$:

$$hx_0+u^\dagger x=y_0,\qquad ux_0+Bx=y.$$

The second equation gives $x=B^{-1}(y-ux_0)$. Inserting this in the first gives

$$s\,x_0=y_0-u^\dagger B^{-1}y,\qquad s=h-u^\dagger B^{-1}u .$$

Because $q$ is real, $u^\dagger=q^TW^\dagger/|q|$, and so

$$s=\frac{q\cdot Aq-q\cdot(W^\dagger B^{-1}W)q}{q\cdot q}=\frac{q\cdot Lq}{q\cdot q}.$$

Setting $y=0$ gives the inverse head, $1/s=q\cdot q/(q\cdot Lq)$. Its reciprocal is the macroscopic dielectric function with local fields included. Setting $y_0=0$ gives $x_0=-s^{-1}u^\dagger B^{-1}y$, hence

$$x=\left(B^{-1}+s^{-1}B^{-1}uu^\dagger B^{-1}\right)y .$$

Here $uu^\dagger=Wqq^TW^\dagger/(q\cdot q)$, and its denominator cancels the $q\cdot q$ in $s^{-1}$. This is the stated formula. Under $q\to cq$ its numerator and denominator both gain $c^2$, which cancels.

The determinant follows from the factorisation

$$
\varepsilon=\begin{pmatrix}1&u^\dagger B^{-1}\\0&1\end{pmatrix}\begin{pmatrix}s&0\\u&B\end{pmatrix},
\qquad (q\cdot q)\det\varepsilon=\det B\,(q\cdot Lq).
$$

For $q\neq0$ and invertible $B$, the matrix $\varepsilon$ is therefore invertible exactly when $q\cdot Lq\neq0$.

## Two directions, two values

Take two dimensions and one microscopic component, with $A=2I$, $W=(1,0)$ and $B=1$. These numbers are chosen for easy arithmetic and do not describe a real crystal: in the static random-phase approximation $\varepsilon-1$ is positive semidefinite, so $B=1$ would force $W=0$. Then $W^\dagger B^{-1}W=\mathrm{diag}(1,0)$ and $L=\mathrm{diag}(1,2)$. With $q=(q_0,q_1)\neq0$ we have $Wq=q_0$, and the inverse body is the number

$$1+\frac{q_0^2}{q_0^2+2q_1^2}.$$

It equals $2$ all along the first axis and $1$ all along the second. A limit at $q=0$ would have to equal both, so there is none.

## One inversion for all directions

In a plane-wave calculation of the static screened interaction for a gapped crystal, with a finite set of $G$ vectors and $\varepsilon$ kept to leading order in $q$, the formula separates the matrix inversion from the dependence on direction. A code can obtain $A$, $W$ and $B$ once, invert $B$ once, and store $B^{-1}$, $B^{-1}W$, $W^\dagger B^{-1}$ and $L$. Each direction $\hat q$ then needs only a rank-one correction.

A Brillouin-zone sum that includes $q=0$ needs a rule for that point, such as a chosen direction or an average over directions. If $L=\ell I$ in three dimensions, the uniform average of $\hat q\hat q^T$ is $I/3$, and the averaged correction is $B^{-1}WW^\dagger B^{-1}/(3\ell)$.

## The Lean file

```lean
import Mathlib

open Matrix Filter Topology

namespace LocalFieldBody

noncomputable section

variable {d n : Type*} [Fintype d] [Fintype n] [DecidableEq n]

/-- The real wave vector `q` as a complex column. -/
def qCol (q : d → ℝ) : Matrix d Unit ℂ := Matrix.of fun i _ => (q i : ℂ)

/-- The quadratic form `q·Mq` of a tensor `M`. -/
def quad (M : Matrix d d ℂ) (q : d → ℝ) : ℂ := ∑ i, ∑ j, (q i : ℂ) * M i j * (q j : ℂ)

/-- The squared length `q·q`. -/
def sqLen (q : d → ℝ) : ℝ := ∑ i, q i ^ 2

/-- The wing `Wq/|q|` of the dielectric matrix, for `q ≠ 0`. -/
def wing (W : Matrix n d ℂ) (q : d → ℝ) : Matrix n Unit ℂ :=
  ((√(sqLen q) : ℝ) : ℂ)⁻¹ • (W * qCol q)

/-- The long-wavelength dielectric matrix with head `q·Aq/q·q`, wing `Wq/|q|` and body `B`,
for `q ≠ 0`. -/
def dielectric (A : Matrix d d ℂ) (W : Matrix n d ℂ) (B : Matrix n n ℂ) (q : d → ℝ) :
    Matrix (Unit ⊕ n) (Unit ⊕ n) ℂ :=
  fromBlocks ((quad A q / (sqLen q : ℂ)) • 1) (wing W q)ᴴ (wing W q) B

/-- The tensor `L = A - W* B⁻¹ W`, for invertible `B`. -/
def effective (A : Matrix d d ℂ) (W : Matrix n d ℂ) (B : Matrix n n ℂ) : Matrix d d ℂ :=
  A - Wᴴ * B⁻¹ * W

/-- A matrix with scalar head `h`, wings `v`, `u` and invertible body `B` is inverted
explicitly when its Schur complement `s = h - v B⁻¹ u` is nonzero. -/
theorem bordered_mul (h s : ℂ) (u : Matrix n Unit ℂ) (v : Matrix Unit n ℂ)
    (B : Matrix n n ℂ) (hB : IsUnit B.det) (hs : s ≠ 0)
    (hS : v * B⁻¹ * u = (h - s) • (1 : Matrix Unit Unit ℂ)) :
    fromBlocks (h • 1) v u B *
      fromBlocks (s⁻¹ • 1) (-(s⁻¹ • (v * B⁻¹))) (-(s⁻¹ • (B⁻¹ * u)))
        (B⁻¹ + s⁻¹ • (B⁻¹ * u * (v * B⁻¹))) = 1 := by
  have hBB : B * B⁻¹ = 1 := mul_nonsing_inv B hB
  rw [fromBlocks_multiply, ← fromBlocks_one]
  congr 1 <;>
    simp only [Matrix.mul_add, Matrix.mul_neg, Matrix.mul_smul, Matrix.smul_mul,
      Matrix.mul_one, Matrix.one_mul, ← Matrix.mul_assoc, hS, hBB]
  · match_scalars
    field_simp
    ring
  · match_scalars
    field_simp
    ring
  · module
  · module

lemma qCol_quad (M : Matrix d d ℂ) (q : d → ℝ) :
    (qCol q)ᴴ * M * qCol q = quad M q • (1 : Matrix Unit Unit ℂ) := by
  ext i j
  simp [Matrix.mul_apply, qCol, quad, Finset.sum_mul]
  exact Finset.sum_comm

lemma inv_sqrt_sq (q : d → ℝ) :
    ((√(sqLen q) : ℝ) : ℂ)⁻¹ * ((√(sqLen q) : ℝ) : ℂ)⁻¹ = (sqLen q : ℂ)⁻¹ := by
  have h : 0 ≤ sqLen q := Finset.sum_nonneg fun i _ => sq_nonneg (q i)
  rw [← mul_inv, ← Complex.ofReal_mul, Real.mul_self_sqrt h]

lemma quad_eq_zero (M : Matrix d d ℂ) (q : d → ℝ) (h : sqLen q = 0) : quad M q = 0 := by
  have h0 := (Finset.sum_eq_zero_iff_of_nonneg fun i _ => sq_nonneg (q i)).1 h
  have h1 : ∀ i, q i = 0 := fun i => pow_eq_zero_iff two_ne_zero |>.1 (h0 i (Finset.mem_univ i))
  simp [quad, h1]

omit [Fintype n] [DecidableEq n] in
lemma wing_conj (W : Matrix n d ℂ) (q : d → ℝ) :
    (wing W q)ᴴ = ((√(sqLen q) : ℝ) : ℂ)⁻¹ • ((qCol q)ᴴ * Wᴴ) := by
  rw [wing, conjTranspose_smul, conjTranspose_mul]
  congr 1
  simp

/-- The wings contracted with `B⁻¹` give the head minus `q·Lq/q·q`. -/
theorem wing_schur (A : Matrix d d ℂ) (W : Matrix n d ℂ) (B : Matrix n n ℂ) (q : d → ℝ) :
    (wing W q)ᴴ * B⁻¹ * wing W q =
      (quad A q / (sqLen q : ℂ) - quad (effective A W B) q / (sqLen q : ℂ)) • 1 := by
  have h1 : (qCol q)ᴴ * Wᴴ * B⁻¹ * (W * qCol q) = quad (Wᴴ * B⁻¹ * W) q • 1 := by
    rw [← qCol_quad]
    simp only [Matrix.mul_assoc]
  have h2 : quad (effective A W B) q = quad A q - quad (Wᴴ * B⁻¹ * W) q := by
    simp only [quad, effective, Matrix.sub_apply, mul_sub, sub_mul, Finset.sum_sub_distrib]
  rw [wing_conj, wing, h2]
  simp only [Matrix.smul_mul, Matrix.mul_smul, smul_smul, h1]
  congr 1
  linear_combination quad (Wᴴ * B⁻¹ * W) q * inv_sqrt_sq q

lemma dielectric_mul (A : Matrix d d ℂ) (W : Matrix n d ℂ) (B : Matrix n n ℂ) (q : d → ℝ)
    (hB : IsUnit B.det) (hL : quad (effective A W B) q ≠ 0) :
    dielectric A W B q *
      fromBlocks ((quad (effective A W B) q / (sqLen q : ℂ))⁻¹ • 1)
        (-((quad (effective A W B) q / (sqLen q : ℂ))⁻¹ • ((wing W q)ᴴ * B⁻¹)))
        (-((quad (effective A W B) q / (sqLen q : ℂ))⁻¹ • (B⁻¹ * wing W q)))
        (B⁻¹ + (quad (effective A W B) q / (sqLen q : ℂ))⁻¹ •
          (B⁻¹ * wing W q * ((wing W q)ᴴ * B⁻¹))) = 1 := by
  have hq : (sqLen q : ℂ) ≠ 0 :=
    Complex.ofReal_ne_zero.2 fun h => hL (quad_eq_zero _ q h)
  exact bordered_mul _ _ _ _ B hB (div_ne_zero hL hq) (wing_schur A W B q)

/-- The determinant of the dielectric matrix satisfies `(q·q) det ε = det B (q·Lq)`. -/
theorem det_dielectric (A : Matrix d d ℂ) (W : Matrix n d ℂ) (B : Matrix n n ℂ) (q : d → ℝ)
    (hB : IsUnit B.det) :
    (sqLen q : ℂ) * (dielectric A W B q).det = B.det * quad (effective A W B) q := by
  by_cases h : sqLen q = 0
  · simp [h, quad_eq_zero _ q h]
  have hq : (sqLen q : ℂ) ≠ 0 := Complex.ofReal_ne_zero.2 h
  let := invertibleOfIsUnitDet B hB
  rw [dielectric, det_fromBlocks₂₂, invOf_eq_nonsing_inv, wing_schur A, ← sub_smul,
    sub_sub_cancel, det_smul, det_one, Fintype.card_unit, pow_one, mul_one]
  field_simp

/-- If `B` is invertible and `q·Lq ≠ 0`, the head of the inverse dielectric matrix is `q·q/(q·Lq)`.
-/
theorem inverse_head (A : Matrix d d ℂ) (W : Matrix n d ℂ) (B : Matrix n n ℂ) (q : d → ℝ)
    (hB : IsUnit B.det) (hL : quad (effective A W B) q ≠ 0) :
    (dielectric A W B q)⁻¹.toBlocks₁₁ () () =
      (sqLen q : ℂ) / quad (effective A W B) q := by
  rw [inv_eq_right_inv (dielectric_mul A W B q hB hL), toBlocks_fromBlocks₁₁]
  simp

/-- If `B` is invertible and `q·Lq ≠ 0`, the dielectric matrix is invertible, and the body of its
inverse is `B⁻¹ + B⁻¹ W q qᵀ W* B⁻¹/(q·Lq)`. -/
theorem inverse_body (A : Matrix d d ℂ) (W : Matrix n d ℂ) (B : Matrix n n ℂ) (q : d → ℝ)
    (hB : IsUnit B.det) (hL : quad (effective A W B) q ≠ 0) :
    IsUnit (dielectric A W B q).det ∧
    (dielectric A W B q)⁻¹.toBlocks₂₂ = B⁻¹ + (quad (effective A W B) q)⁻¹ •
      (B⁻¹ * W * (qCol q * (qCol q)ᵀ) * Wᴴ * B⁻¹) := by
  have key := dielectric_mul A W B q hB hL
  have hq : (sqLen q : ℂ) ≠ 0 :=
    Complex.ofReal_ne_zero.2 fun h => hL (quad_eq_zero _ q h)
  have hc : (qCol q)ᵀ = (qCol q)ᴴ := by
    ext i j
    simp [qCol]
  refine ⟨isUnit_det_of_right_inverse key, ?_⟩
  rw [inv_eq_right_inv key, toBlocks_fromBlocks₂₂, wing_conj, wing, hc]
  simp only [Matrix.mul_smul, Matrix.smul_mul, smul_smul, Matrix.mul_assoc]
  -- the two factors 1/|q| of the wings cancel the q·q of the Schur complement
  have hf : (quad (effective A W B) q / (sqLen q : ℂ))⁻¹ * (sqLen q : ℂ)⁻¹ =
      (quad (effective A W B) q)⁻¹ := by
    field_simp
  congr 2
  linear_combination (quad (effective A W B) q / (sqLen q : ℂ))⁻¹ * inv_sqrt_sq q + hf

/-- Rescaling `q` by a nonzero real number keeps the dielectric matrix invertible and leaves
the body of its inverse unchanged. -/
theorem inverse_body_direction (A : Matrix d d ℂ) (W : Matrix n d ℂ) (B : Matrix n n ℂ)
    (q : d → ℝ) (hB : IsUnit B.det) (hL : quad (effective A W B) q ≠ 0)
    (c : ℝ) (hc : c ≠ 0) :
    IsUnit (dielectric A W B (c • q)).det ∧
    (dielectric A W B (c • q))⁻¹.toBlocks₂₂ = (dielectric A W B q)⁻¹.toBlocks₂₂ := by
  have hc' : (c : ℂ) ≠ 0 := Complex.ofReal_ne_zero.2 hc
  have hQ : quad (effective A W B) (c • q) = (c : ℂ) ^ 2 * quad (effective A W B) q := by
    simp only [quad, Finset.mul_sum, Pi.smul_apply, smul_eq_mul, Complex.ofReal_mul]
    refine Finset.sum_congr rfl fun i _ => Finset.sum_congr rfl fun j _ => ?_
    ring
  have hcol : qCol (c • q) = (c : ℂ) • qCol q := by
    ext i j
    simp [qCol]
  have h := inverse_body A W B (c • q) hB (by rw [hQ]; exact mul_ne_zero (pow_ne_zero 2 hc') hL)
  refine ⟨h.1, ?_⟩
  rw [h.2, (inverse_body A W B q hB hL).2, hQ, hcol]
  simp only [transpose_smul, Matrix.mul_smul, Matrix.smul_mul, smul_smul]
  congr 2
  field_simp

/-- For `A = 2I`, `W = (1,0)`, `B = 1` and `q ≠ 0`, the body of the inverse is
`1 + q₀²/(q₀² + 2q₁²)`. -/
theorem planar_body (q : Fin 2 → ℝ) (hq : q ≠ 0) :
    (dielectric ((2 : ℂ) • 1) !![1, 0] (1 : Matrix (Fin 1) (Fin 1) ℂ) q)⁻¹.toBlocks₂₂ 0 0 =
      1 + (q 0 : ℂ) ^ 2 / ((q 0 : ℂ) ^ 2 + 2 * (q 1 : ℂ) ^ 2) := by
  have hpos : 0 < q 0 ^ 2 + 2 * q 1 ^ 2 := by
    rcases eq_or_ne (q 0) 0 with h0 | h0
    · have h1 : q 1 ≠ 0 := fun h1 => hq (by ext i; fin_cases i <;> simp [h0, h1])
      positivity
    · positivity
  have hne : (q 0 : ℂ) ^ 2 + 2 * (q 1 : ℂ) ^ 2 ≠ 0 := by exact_mod_cast hpos.ne'
  have hQ : quad (effective ((2 : ℂ) • 1) !![1, 0] (1 : Matrix (Fin 1) (Fin 1) ℂ)) q =
      (q 0 : ℂ) ^ 2 + 2 * (q 1 : ℂ) ^ 2 := by
    simp [quad, effective, Fin.sum_univ_two, Matrix.mul_apply]
    ring
  rw [(inverse_body _ _ _ q (by simp) (by rw [hQ]; exact hne)).2, hQ]
  -- expand the products into entries before evaluating the explicit row
  simp only [Matrix.add_apply, Matrix.smul_apply, Matrix.mul_apply, Fin.sum_univ_two,
    Finset.univ_unique, Finset.sum_singleton]
  simp [qCol]
  ring

/-- For `A = 2I`, `W = (1,0)`, `B = 1` the body of the inverse has no limit as `q → 0`. -/
theorem planar_body_no_limit :
    ¬ ∃ l : ℂ, Tendsto (fun q : Fin 2 → ℝ =>
      (dielectric ((2 : ℂ) • 1) !![1, 0] (1 : Matrix (Fin 1) (Fin 1) ℂ) q)⁻¹.toBlocks₂₂ 0 0)
      (𝓝[≠] 0) (𝓝 l) := by
  rintro ⟨l, hl⟩
  -- approach the origin along the line through v
  have path : ∀ v : Fin 2 → ℝ, v ≠ 0 →
      Tendsto (fun t : ℝ => t • v) (𝓝[≠] 0) (𝓝[≠] 0) := by
    intro v hv
    refine tendsto_nhdsWithin_iff.2 ⟨?_, ?_⟩
    · have hcont : Continuous (fun t : ℝ => t • v) := by fun_prop
      have h0 : Tendsto (fun t : ℝ => t • v) (𝓝 0) (𝓝 0) := by
        simpa using hcont.tendsto 0
      exact h0.mono_left nhdsWithin_le_nhds
    · filter_upwards [self_mem_nhdsWithin] with t ht
      exact smul_ne_zero ht hv
  have val : ∀ v : Fin 2 → ℝ, v ≠ 0 →
      l = 1 + (v 0 : ℂ) ^ 2 / ((v 0 : ℂ) ^ 2 + 2 * (v 1 : ℂ) ^ 2) := by
    intro v hv
    refine tendsto_nhds_unique (hl.comp (path v hv)) (tendsto_const_nhds.congr' ?_)
    filter_upwards [self_mem_nhdsWithin] with t ht
    have ht' : t ≠ 0 := ht
    have ht2 : (t : ℂ) ^ 2 ≠ 0 := pow_ne_zero 2 (Complex.ofReal_ne_zero.2 ht')
    rw [Function.comp_apply, planar_body _ (smul_ne_zero ht' hv)]
    simp only [Pi.smul_apply, smul_eq_mul, Complex.ofReal_mul, mul_pow]
    rw [show (t : ℂ) ^ 2 * (v 0 : ℂ) ^ 2 + 2 * ((t : ℂ) ^ 2 * (v 1 : ℂ) ^ 2) =
      (t : ℂ) ^ 2 * ((v 0 : ℂ) ^ 2 + 2 * (v 1 : ℂ) ^ 2) by ring, mul_div_mul_left _ _ ht2]
  -- the two axes give the values 2 and 1
  have h1 := val ![1, 0] (fun h => by simpa using congrFun h 0)
  have h2 := val ![0, 1] (fun h => by simpa using congrFun h 1)
  rw [h1] at h2
  norm_num at h2

end

end LocalFieldBody
```

```lean
#print axioms LocalFieldBody.det_dielectric
#print axioms LocalFieldBody.inverse_head
#print axioms LocalFieldBody.inverse_body_direction
#print axioms LocalFieldBody.planar_body_no_limit
```

```
'LocalFieldBody.det_dielectric' depends on axioms: [propext, Classical.choice, Quot.sound]
'LocalFieldBody.inverse_head' depends on axioms: [propext, Classical.choice, Quot.sound]
'LocalFieldBody.inverse_body_direction' depends on axioms: [propext, Classical.choice, Quot.sound]
'LocalFieldBody.planar_body_no_limit' depends on axioms: [propext, Classical.choice, Quot.sound]
```

## From block multiplication to the inverse body

The derivation by hand solves for the inverse, whereas `bordered_mul` takes the resulting block matrix and multiplies it by the original. It allows independent wings $u$ and $v$, and the hypothesis `hS` encodes $s=h-vB^{-1}u$. After `fromBlocks_multiply`, four block identities remain. The two in the head row use $s\neq0$ and are closed by `field_simp` and `ring` after `match_scalars` has reduced them to scalar equations; `module` closes the other two.

The next lemmas supply the dielectric form. `qCol_quad` identifies the $1\times1$ product $q^\dagger Mq$ with the quadratic form, `inv_sqrt_sq` turns two factors $1/|q|$ into $1/(q\cdot q)$, and `wing_conj` computes the wing row. With these, `wing_schur` proves $u^\dagger B^{-1}u=h-q\cdot Lq/q\cdot q$. The lemma `quad_eq_zero` shows that a zero vector has a zero quadratic form, which is how `dielectric_mul` obtains $q\cdot q\neq0$ before it applies `bordered_mul`.

For square matrices a right inverse is the inverse. `inverse_head` and `inverse_body` use this through `inv_eq_right_inv` and then read off a block. In `inverse_body`, `hc` records that transpose and adjoint agree for a real $q$, while `hf` and the final `linear_combination` carry out the cancellation of $q\cdot q$.

`det_dielectric` needs $B$ to be invertible (its hypothesis `hB`), but not $q\cdot Lq\neq0$. It uses Mathlib's block determinant formula `det_fromBlocks₂₂` together with `wing_schur`; at $q=0$ both sides of its identity vanish. `inverse_body_direction` applies `inverse_body` at $q$ and at $cq$, with `hQ` and `hcol` tracking the powers of $c$.

For the planar example, `planar_body` first proves that $q_0^2+2q_1^2$ is positive, then evaluates the general formula. `planar_body_no_limit` assumes a limit `l` over the punctured neighbourhood `𝓝[≠] 0`, so the value at the origin plays no part. `path` shows that $tv\to0$ through nonzero vectors when $v\neq0$. Away from the origin the function is constant along such a line, and uniqueness of limits gives `val`, the value that `l` must take. The vectors `![1, 0]` and `![0, 1]` then force $2=1$, which `norm_num` refutes.
